# The Blackman–Esterling–Berk equation for one configuration of a finite alloy

## Sites, species and the extended matrices

Let $\iota$ be a finite set of sites and $\sigma$ a finite set of species. A configuration is a map $s:\iota\to\sigma$, where $s(i)$ is the species of the atom on site $i$. Each site carries one orbital, and the orbitals are orthonormal. An atom of species $P$ has the level $e(P)$, and $h(i,j,P,Q)$ is the hopping between site $i$ holding $P$ and site $j$ holding $Q$. The Hamiltonian is

$$H_{ij}=\delta_{ij}\,e(s(i))+W_{ij},\qquad W_{ij}=h(i,j,s(i),s(j)),$$

and its resolvent at the complex energy $z$ is $G=(z-H)^{-1}$.

Both terms of $H$ depend on the configuration. To move this dependence into a diagonal matrix, use pairs $(i,P)$ of a site and a species as indices and define

$$T_{(i,P),(j,Q)}=h(i,j,P,Q),$$

$$g_{(i,P),(i,P)}=\begin{cases}1/(z-e(P)) & s(i)=P\\ 0&\text{otherwise,}\end{cases}$$

$$X_{(i,P),(j,Q)}=\begin{cases}G_{ij}& s(i)=P\text{ and }s(j)=Q\\0&\text{otherwise.}\end{cases}$$

The off-diagonal entries of $g$ vanish. The matrix $T$ contains hoppings for every possible occupation, so it is the same for all configurations.

## The equation and its solutions

Suppose that $z\neq e(s(i))$ for every site $i$. There are two results.

1. If $z-H$ is invertible, then $X=g+gTX$.
2. A matrix $Y$ on site-species pairs satisfies $Y=g+gTY$ exactly when $z-H$ is invertible and $Y=X$.

At an eigenvalue of $H$ that differs from the levels of all atoms present, the extended equation therefore has no solution at all.

In Lean these are `beb_equation` and `beb_iff`. The matrices $H,W,G$ are `hamiltonian`, `siteHopping` and `resolvent`; $T$ and $g$ are `hopping h` and `locator s e z`; and $X$ is `extend s (resolvent s e h z)`. The independence of $T$ from the configuration is visible in its definition, which takes no argument `s`.

The hypothesis `hz` says that $z$ avoids the levels of the atoms present, so that each isolated atom has a finite locator. Levels of absent species are unrestricted. The docstrings call the levels of the atoms present "occupied levels"; the word refers to atoms on sites, not to electrons. The hypothesis `hG` says that $\det(z-H)$ is a unit, which means that $z$ is not an eigenvalue of the alloy. For real levels and a Hermitian $H$, both hold at every $z$ off the real axis. Since Lean assigns the zero matrix as the inverse of a singular matrix, `beb_iff` states invertibility separately.

Levels and hoppings are arbitrary complex numbers, and Hermiticity is not assumed. A nonzero $h(i,i,P,P)$ is allowed and shifts the on-site energy, while $g$ still contains only $e(P)$.

For a finite, non-interacting tight-binding alloy with one orbital per site, the equation puts off-diagonal disorder into the form of purely diagonal disorder, provided that each hopping is fixed by its two sites and the species on them. This is the form that a single-site coherent potential approximation (CPA) works with. The theorems concern one fixed configuration; they contain no configurational average and no CPA self-consistency condition.

## From sites to pairs

Let $E$ be the rectangular matrix that sends site $j$ to the pair $(j,s(j))$:

$$E_{(i,P),j}=\delta_{ij}\,\delta_{P,s(j)}.$$

Its columns are distinct unit vectors, so $E^{\mathsf T}E=1$. Multiplying $T$ by $E$ on both sides selects the occupied pairs:

$$(E^{\mathsf T}TE)_{ij}=T_{(i,s(i)),(j,s(j))}=W_{ij}.$$

For any site matrix $A$,

$$(EAE^{\mathsf T})_{(i,P),(j,Q)}=\delta_{P,s(i)}\,A_{ij}\,\delta_{Q,s(j)},$$

which is extension by zero. Hence $X=EGE^{\mathsf T}$. With the site locator $D=\mathrm{diag}\big(1/(z-e(s(i)))\big)$, also $g=EDE^{\mathsf T}$.

Now $z-H=D^{-1}-W$. Multiplying $(D^{-1}-W)G=1$ by $D$ from the left gives the Dyson equation on sites,

$$G=D+DWG.$$

Put $E$ on the left and $E^{\mathsf T}$ on the right, and replace $W$ by $E^{\mathsf T}TE$:

$$X=EDE^{\mathsf T}+(EDE^{\mathsf T})\,T\,(EGE^{\mathsf T})=g+gTX.$$

## Why there is no other solution

The identity $\det(1-AB)=\det(1-BA)$ holds for rectangular factors. With $A=E$ and $B=DE^{\mathsf T}T$ it gives

$$\det(1-gT)=\det(1-DE^{\mathsf T}TE)=\det(1-DW)=\det\big(D(z-H)\big),$$

and therefore

$$\det(z-H)=\prod_i\big(z-e(s(i))\big)\,\det(1-gT).$$

If $z-H$ is invertible, so is $1-gT$. The equation $(1-gT)Y=g$ then has the single solution $(1-gT)^{-1}g$, which must be $X$.

It remains to show that the existence of a solution $Y$ forces $z-H$ to be invertible. From $Y=EDE^{\mathsf T}(1+TY)$, multiplication by $E^{\mathsf T}$ gives

$$E^{\mathsf T}Y=DE^{\mathsf T}+DE^{\mathsf T}TY,$$

and hence $Y=EE^{\mathsf T}Y$: the rows of $Y$ at unoccupied pairs vanish. Insert this for $Y$ on the right-hand side and multiply by $E$ from the right. With $R=E^{\mathsf T}YE$,

$$R=D+DWR,\qquad\text{so}\qquad (D^{-1}-W)R=1.$$

The square matrix $z-H$ has a right inverse and is invertible.

## Two sites with one atom of each species

Take sites 1 and 2 with $s(1)=A$ and $s(2)=B$, levels $e(A)=1$ and $e(B)=-1$, and $z=3$. Let the hopping between the two sites be 1 for two $A$ atoms, 2 for unlike atoms and 3 for two $B$ atoms, with $h(i,i,P,Q)=0$. Then

$$z-H=\begin{pmatrix}2&-2\\-2&4\end{pmatrix},\qquad G=\begin{pmatrix}1&\tfrac12\\ \tfrac12&\tfrac12\end{pmatrix}.$$

In the order $(1,A),(1,B),(2,A),(2,B)$, the locator is $g=\mathrm{diag}(\tfrac12,0,0,\tfrac14)$ and

$$T=\begin{pmatrix}0&0&1&2\\0&0&2&3\\1&2&0&0\\2&3&0&0\end{pmatrix},\qquad
X=\begin{pmatrix}1&0&0&\tfrac12\\0&0&0&0\\0&0&0&0\\\tfrac12&0&0&\tfrac12\end{pmatrix}.$$

The first row of $gT$ is $(0,0,\tfrac12,1)$, so the first row of $gTX$ is $(\tfrac12,0,0,\tfrac12)$. Adding the first row of $g$ gives $(1,0,0,\tfrac12)$, as required. The last row of $gT$ is $(\tfrac12,\tfrac34,0,0)$, which gives $(\tfrac12,0,0,\tfrac14)$ for $gTX$ and $(\tfrac12,0,0,\tfrac12)$ after adding $g$. The other two rows are zero on both sides.

The determinants agree too: $\det(1-gT)=\tfrac12$, and $2\cdot4\cdot\tfrac12=4=\det(z-H)$. If site 2 held an $A$ atom, $T$ would stay as it is and $g$ would become $\mathrm{diag}(\tfrac12,0,\tfrac12,0)$.

## The mapping in Lean

```lean
import Mathlib

open Matrix

namespace BlackmanEsterlingBerk

noncomputable section

variable {ι σ : Type*} [Fintype ι] [DecidableEq ι] [Fintype σ] [DecidableEq σ]

/-- The hopping between the atoms actually present in the configuration `s`. -/
def siteHopping (s : ι → σ) (h : ι → ι → σ → σ → ℂ) : Matrix ι ι ℂ :=
  Matrix.of fun i j => h i j (s i) (s j)

/-- The alloy Hamiltonian: species-dependent levels plus species-dependent hopping. -/
def hamiltonian (s : ι → σ) (e : σ → ℂ) (h : ι → ι → σ → σ → ℂ) : Matrix ι ι ℂ :=
  Matrix.diagonal (fun i => e (s i)) + siteHopping s h

/-- The resolvent `G = (z - H)⁻¹` of the alloy Hamiltonian. -/
def resolvent (s : ι → σ) (e : σ → ℂ) (h : ι → ι → σ → σ → ℂ) (z : ℂ) : Matrix ι ι ℂ :=
  (z • (1 : Matrix ι ι ℂ) - hamiltonian s e h)⁻¹

/-- The hopping `T` on site-species pairs; it does not depend on the configuration. -/
def hopping (h : ι → ι → σ → σ → ℂ) : Matrix (ι × σ) (ι × σ) ℂ :=
  Matrix.of fun p q => h p.1 q.1 p.2 q.2

/-- The diagonal locator `g`: `1 / (z - e P)` if site `i` holds species `P`, else zero. -/
def locator (s : ι → σ) (e : σ → ℂ) (z : ℂ) : Matrix (ι × σ) (ι × σ) ℂ :=
  Matrix.diagonal fun p => if s p.1 = p.2 then 1 / (z - e p.2) else 0

/-- Extension of a site matrix by zero to all site-species pairs. -/
def extend (s : ι → σ) (A : Matrix ι ι ℂ) : Matrix (ι × σ) (ι × σ) ℂ :=
  Matrix.of fun p q => if s p.1 = p.2 ∧ s q.1 = q.2 then A p.1 q.1 else 0

/-- The embedding that sends site `j` to the pair `(j, s j)`. -/
def occ (s : ι → σ) : Matrix (ι × σ) ι ℂ :=
  Matrix.of fun p j => if p = (j, s j) then 1 else 0

/-- The locator of the isolated atoms as a matrix on sites. -/
def siteLocator (s : ι → σ) (e : σ → ℂ) (z : ℂ) : Matrix ι ι ℂ :=
  Matrix.diagonal fun i => 1 / (z - e (s i))

/-- The transpose of the embedding of sites into site-species pairs is a left inverse of it. -/
theorem occ_orth (s : ι → σ) : (occ s)ᵀ * occ s = 1 := by
  ext i j
  by_cases hij : i = j
  · subst hij
    simp [occ, Matrix.mul_apply]
  · simp [occ, Matrix.mul_apply, hij, Ne.symm hij]

/-- Restricted to the occupied pairs, `T` is the hopping of the actual configuration. -/
theorem occ_restrict (s : ι → σ) (h : ι → ι → σ → σ → ℂ) :
    (occ s)ᵀ * hopping h * occ s = siteHopping s h := by
  ext i j
  simp [occ, hopping, siteHopping, Matrix.mul_apply]

omit [Fintype σ] in
/-- Extension by zero is conjugation with the embedding of sites. -/
theorem extend_eq (s : ι → σ) (A : Matrix ι ι ℂ) :
    extend s A = occ s * A * (occ s)ᵀ := by
  have key : ∀ (p : ι × σ) (i : ι),
      occ s p i = if i = p.1 then (if s p.1 = p.2 then 1 else 0) else 0 := by
    rintro ⟨a, P⟩ i
    by_cases hi : i = a
    · subst hi
      by_cases hP : s i = P
      · subst hP
        simp [occ]
      · simp [occ, hP, Ne.symm hP]
    · simp [occ, hi, Ne.symm hi]
  ext p q
  simp only [Matrix.mul_apply, Matrix.transpose_apply, key]
  by_cases hp : s p.1 = p.2 <;> by_cases hq : s q.1 = q.2 <;> simp [extend, hp, hq]

omit [Fintype σ] in
/-- The locator `g` is the embedded locator of the isolated atoms. -/
theorem locator_eq (s : ι → σ) (e : σ → ℂ) (z : ℂ) :
    locator s e z = occ s * siteLocator s e z * (occ s)ᵀ := by
  rw [← extend_eq]
  ext ⟨i, P⟩ ⟨j, Q⟩
  by_cases hij : i = j
  · subst hij
    by_cases hP : s i = P
    · subst hP
      by_cases hQ : s i = Q
      · subst hQ
        simp [locator, extend, siteLocator]
      · simp [locator, extend, siteLocator, Matrix.diagonal_apply, hQ]
    · simp [locator, extend, siteLocator, Matrix.diagonal_apply, hP]
  · simp [locator, extend, siteLocator, Matrix.diagonal_apply, hij]

omit [Fintype ι] [Fintype σ] [DecidableEq σ] in
/-- `z - H` is the diagonal matrix of `z - e (s i)` minus the hopping. -/
theorem secular_eq (s : ι → σ) (e : σ → ℂ) (h : ι → ι → σ → σ → ℂ) (z : ℂ) :
    z • (1 : Matrix ι ι ℂ) - hamiltonian s e h
      = Matrix.diagonal (fun i => z - e (s i)) - siteHopping s h := by
  ext i j
  by_cases hij : i = j
  · subst hij
    simp [hamiltonian, sub_sub]
  · simp [hamiltonian, hij]

omit [Fintype σ] [DecidableEq σ] in
/-- Away from the occupied levels, the site locator inverts the diagonal of `z - e (s i)`. -/
theorem diagonal_mul_siteLocator (s : ι → σ) (e : σ → ℂ) (z : ℂ) (hz : ∀ i, z ≠ e (s i)) :
    Matrix.diagonal (fun i => z - e (s i)) * siteLocator s e z = 1 := by
  have hone : (fun i => (z - e (s i)) * (1 / (z - e (s i)))) = fun _ => (1 : ℂ) :=
    funext fun i => mul_one_div_cancel (sub_ne_zero.2 (hz i))
  rw [siteLocator, Matrix.diagonal_mul_diagonal]
  exact (congrArg Matrix.diagonal hone).trans Matrix.diagonal_one

/-- Away from the occupied levels, the secular determinant of the alloy is the product of the atomic
factors `z - e (s i)` and the determinant of `1 - g T` on site-species pairs. -/
theorem det_secular (s : ι → σ) (e : σ → ℂ) (h : ι → ι → σ → σ → ℂ) (z : ℂ)
    (hz : ∀ i, z ≠ e (s i)) :
    (z • (1 : Matrix ι ι ℂ) - hamiltonian s e h).det
      = (∏ i, (z - e (s i))) * (1 - locator s e z * hopping h).det := by
  have hD := diagonal_mul_siteLocator s e z hz
  have h1 : 1 - siteLocator s e z * siteHopping s h
      = siteLocator s e z * (z • (1 : Matrix ι ι ℂ) - hamiltonian s e h) := by
    rw [secular_eq, Matrix.mul_sub, mul_eq_one_comm.mp hD]
  have h2 : locator s e z * hopping h
      = occ s * (siteLocator s e z * (occ s)ᵀ * hopping h) := by
    rw [locator_eq]
    simp only [Matrix.mul_assoc]
  have h3 : siteLocator s e z * (occ s)ᵀ * hopping h * occ s
      = siteLocator s e z * siteHopping s h := by
    rw [← occ_restrict]
    simp only [Matrix.mul_assoc]
  have h4 := congrArg Matrix.det hD
  rw [Matrix.det_mul, Matrix.det_diagonal, Matrix.det_one] at h4
  -- exchange the factors to pass from pairs back to sites
  rw [h2, Matrix.det_one_sub_mul_comm, h3, h1, Matrix.det_mul, ← mul_assoc, h4, one_mul]

/-- Blackman-Esterling-Berk equation: if `z` avoids the occupied levels and `z - H` is invertible,
the extended resolvent obeys `X = g + g T X`. -/
theorem beb_equation (s : ι → σ) (e : σ → ℂ) (h : ι → ι → σ → σ → ℂ) (z : ℂ)
    (hz : ∀ i, z ≠ e (s i))
    (hG : IsUnit (z • (1 : Matrix ι ι ℂ) - hamiltonian s e h).det) :
    extend s (resolvent s e h z)
      = locator s e z + locator s e z * hopping h * extend s (resolvent s e h z) := by
  have hD := mul_eq_one_comm.mp (diagonal_mul_siteLocator s e z hz)
  have hinv : (z • (1 : Matrix ι ι ℂ) - hamiltonian s e h) * resolvent s e h z = 1 :=
    Matrix.mul_nonsing_inv _ hG
  -- the Dyson equation on sites
  have hdys : resolvent s e h z = siteLocator s e z
      + siteLocator s e z * siteHopping s h * resolvent s e h z := by
    have h1 := congrArg (fun M => siteLocator s e z * M) hinv
    simp only [secular_eq] at h1
    rw [← Matrix.mul_assoc, Matrix.mul_sub, hD, Matrix.sub_mul, Matrix.one_mul,
      Matrix.mul_one] at h1
    exact sub_eq_iff_eq_add.mp h1
  have h2 : locator s e z * hopping h * extend s (resolvent s e h z)
      = occ s * (siteLocator s e z * siteHopping s h * resolvent s e h z) * (occ s)ᵀ := by
    rw [locator_eq, extend_eq, ← occ_restrict]
    simp only [Matrix.mul_assoc]
  rw [h2, locator_eq, ← Matrix.add_mul, ← Matrix.mul_add, ← hdys, extend_eq]

/-- If `z` avoids the occupied levels and `z - H` is invertible, every solution of `Y = g + g T Y`
is `(1 - g T)⁻¹ g`. -/
theorem solution_eq (s : ι → σ) (e : σ → ℂ) (h : ι → ι → σ → σ → ℂ) (z : ℂ)
    (hz : ∀ i, z ≠ e (s i))
    (hG : IsUnit (z • (1 : Matrix ι ι ℂ) - hamiltonian s e h).det)
    (Y : Matrix (ι × σ) (ι × σ) ℂ)
    (hY : Y = locator s e z + locator s e z * hopping h * Y) :
    Y = (1 - locator s e z * hopping h)⁻¹ * locator s e z := by
  rw [det_secular s e h z hz] at hG
  have hu := isUnit_of_mul_isUnit_right hG
  have hA : (1 - locator s e z * hopping h) * Y = locator s e z := by
    rw [Matrix.sub_mul, Matrix.one_mul]
    exact sub_eq_iff_eq_add.mpr hY
  calc Y = (1 - locator s e z * hopping h)⁻¹ * ((1 - locator s e z * hopping h) * Y) := by
        rw [← Matrix.mul_assoc, Matrix.nonsing_inv_mul _ hu, Matrix.one_mul]
    _ = _ := by rw [hA]

/-- Away from the occupied levels, a matrix solves the Blackman-Esterling-Berk equation exactly when
`z - H` is invertible and the matrix is the extended resolvent. -/
theorem beb_iff (s : ι → σ) (e : σ → ℂ) (h : ι → ι → σ → σ → ℂ) (z : ℂ)
    (hz : ∀ i, z ≠ e (s i)) (Y : Matrix (ι × σ) (ι × σ) ℂ) :
    Y = locator s e z + locator s e z * hopping h * Y ↔
      IsUnit (z • (1 : Matrix ι ι ℂ) - hamiltonian s e h).det ∧
        Y = extend s (resolvent s e h z) := by
  constructor
  · intro hY
    have h1 : Y = occ s * (siteLocator s e z * (occ s)ᵀ
        + siteLocator s e z * (occ s)ᵀ * hopping h * Y) := by
      rw [locator_eq] at hY
      simpa only [Matrix.mul_add, Matrix.mul_assoc] using hY
    have h2 : (occ s)ᵀ * Y = siteLocator s e z * (occ s)ᵀ
        + siteLocator s e z * (occ s)ᵀ * hopping h * Y := by
      have h0 := congrArg (fun M => (occ s)ᵀ * M) h1
      rwa [← Matrix.mul_assoc (occ s)ᵀ (occ s), occ_orth, Matrix.one_mul] at h0
    have h3 : Y = occ s * ((occ s)ᵀ * Y) := by
      rw [h2]
      exact h1
    -- the restriction of a solution obeys the Dyson equation on sites
    obtain ⟨R, hR⟩ : ∃ R : Matrix ι ι ℂ,
        R = siteLocator s e z + siteLocator s e z * siteHopping s h * R := by
      refine ⟨(occ s)ᵀ * Y * occ s, ?_⟩
      calc (occ s)ᵀ * Y * occ s
          = (siteLocator s e z * (occ s)ᵀ + siteLocator s e z * (occ s)ᵀ * hopping h
              * (occ s * ((occ s)ᵀ * Y))) * occ s := by rw [← h3, ← h2]
        _ = siteLocator s e z * ((occ s)ᵀ * occ s) + siteLocator s e z
              * ((occ s)ᵀ * hopping h * occ s) * ((occ s)ᵀ * Y * occ s) := by
            simp only [Matrix.add_mul, Matrix.mul_assoc]
        _ = _ := by rw [occ_orth, occ_restrict, Matrix.mul_one]
    have hinv : (z • (1 : Matrix ι ι ℂ) - hamiltonian s e h) * R = 1 := by
      have h4 := congrArg (fun M => Matrix.diagonal (fun i => z - e (s i)) * M) hR
      simp only [Matrix.mul_add, ← Matrix.mul_assoc,
        diagonal_mul_siteLocator s e z hz, Matrix.one_mul] at h4
      rw [secular_eq, Matrix.sub_mul]
      exact sub_eq_iff_eq_add.mpr h4
    have hG := Matrix.isUnit_det_of_right_inverse hinv
    exact ⟨hG, (solution_eq s e h z hz hG Y hY).trans
      (solution_eq s e h z hz hG _ (beb_equation s e h z hz hG)).symm⟩
  · rintro ⟨hG, rfl⟩
    exact beb_equation s e h z hz hG

end

end BlackmanEsterlingBerk
```

```lean
#print axioms BlackmanEsterlingBerk.beb_equation
-- 'BlackmanEsterlingBerk.beb_equation' depends on axioms: [propext, Classical.choice, Quot.sound]
#print axioms BlackmanEsterlingBerk.beb_iff
-- 'BlackmanEsterlingBerk.beb_iff' depends on axioms: [propext, Classical.choice, Quot.sound]
```

## How the lemmas follow the derivation

The matrices $E$ and $D$ are `occ s` and `siteLocator s e z`. The lemmas `occ_orth` and `occ_restrict` prove $E^{\mathsf T}E=1$ and $E^{\mathsf T}TE=W$ by comparing entries. In `extend_eq`, the auxiliary statement `key` splits an entry of $E$ into a condition on the site and a condition on the species. The sums over sites then collapse, and four cases remain, according to whether each of the two pairs is occupied. The lemma `locator_eq` obtains $g=EDE^{\mathsf T}$ from this by a case distinction on sites and species.

The step $z-H=D^{-1}-W$ is divided between two lemmas: `secular_eq` writes $z-H$ as the diagonal matrix of $z-e(s(i))$ minus $W$, and `diagonal_mul_siteLocator` uses `hz` to show that $D$ inverts this diagonal.

In `det_secular`, `h2` factors $gT$ as $E\,(DE^{\mathsf T}T)$, and `Matrix.det_one_sub_mul_comm` exchanges the factors. Then `h3` and `h1` identify the result as $\det(D(z-H))$, and `h4` cancels $\det D$ against the product of atomic factors.

The proof of `beb_equation` first derives the Dyson equation as `hdys`, by multiplying $(z-H)G=1$ by $D$. Its `h2` rewrites $gTX$ as $E(DWG)E^{\mathsf T}$, and the last line collects the terms.

The lemma `solution_eq` reads the invertibility of $1-gT$ off the determinant identity and solves for $Y$. For the forward direction of `beb_iff`, `h2` is the formula for $E^{\mathsf T}Y$ and `h3` is $Y=EE^{\mathsf T}Y$. The `calc` block derives the Dyson equation for $R=E^{\mathsf T}YE$, and `hinv` turns it into $(z-H)R=1$. `Matrix.isUnit_det_of_right_inverse` then supplies the invertibility. Finally, `solution_eq` is applied to both $Y$ and $X$, which equates them through $(1-gT)^{-1}g$. The reverse direction is `beb_equation`.
